# When two Hermitian matrices can be diagonalized together in a non-orthogonal basis

An electronic-structure calculation in atomic orbitals may end with a labelling step. The orbitals have been found from the Fock matrix $F$, some energies coincide, and within each degenerate set one looks for combinations that also have definite values of a second observable $G$, such as a component of angular momentum. The orbitals must stay orthonormal, although the basis functions overlap.

Let $S$ be the overlap matrix of the basis functions, and let the columns of $X$ hold the orbital coefficients. Within the span of the basis, the labelling asks for $X^\dagger SX=1$ with both $X^\dagger FX$ and $X^\dagger GX$ diagonal. For positive definite $S$ and Hermitian $F$ and $G$, such an $X$ exists if and only if

$$F S^{-1} G = G S^{-1} F .$$

This can be checked from the three matrices alone, without constructing $X$. It applies to a finite basis and to fixed matrices, so in a self-consistent calculation it concerns a single $F$, such as the converged one.

## The matrices and the common frame

```lean
import Mathlib

open Matrix
open scoped ComplexOrder

namespace NonorthogonalJointDiagonalization

noncomputable section

variable {n ι : Type*} [Fintype n] [DecidableEq n]
```

The type `n` labels the basis functions and is finite. It is a set of labels, not a number. The type `ι` labels the observables and may be infinite. All matrices below have complex entries.

```lean
/-- The columns of `X` are orthonormal with respect to the overlap matrix `S`, and every
observable `F k` of the family is diagonal in them. -/
def IsJointFrame (S : Matrix n n ℂ) (F : ι → Matrix n n ℂ) (X : Matrix n n ℂ) : Prop :=
  Xᴴ * S * X = 1 ∧ ∀ k, (Xᴴ * F k * X).IsDiag
```

The sign `ᴴ` is the conjugate transpose, written $\dagger$ here. `IsJointFrame S F X` says that $X^\dagger SX=1$ and that $X^\dagger F_kX$ is diagonal for every label $k$. In this definition `F` is a whole family of matrices, and `F k` is one member.

Two names differ from common use. Quantum chemistry texts usually call the coefficient matrix $C$ and often keep $X$ for a matrix that only orthonormalizes the basis; that matrix is called $Y$ below. A "frame" here is a basis, not an overcomplete set.

## Why the condition is necessary

```lean
/-- If the columns of a square matrix `X` are orthonormal with respect to `S`, then
`S (X X†) = 1`. -/
theorem overlap_mul_frame {S X : Matrix n n ℂ} (h : Xᴴ * S * X = 1) :
    S * (X * Xᴴ) = 1 := by
  rw [Matrix.mul_assoc] at h
  rw [← Matrix.mul_assoc]
  exact mul_eq_one_comm.1 h
```

Read $X^\dagger SX=1$ as $X^\dagger(SX)=1$. For square matrices a one-sided inverse is two-sided, so $(SX)X^\dagger=1$. Hence $S^{-1}=XX^\dagger$, which is the completeness relation of the orbitals. The Lean proof moves the brackets and applies `mul_eq_one_comm`, which swaps the two factors.

```lean
/-- In an `S`-orthonormal frame `X`, the product of two transformed matrices is the transform
of `F S⁻¹ G`. -/
theorem transformed_product {S X : Matrix n n ℂ} (h : Xᴴ * S * X = 1)
    (F G : Matrix n n ℂ) :
    (Xᴴ * F * X) * (Xᴴ * G * X) = Xᴴ * (F * S⁻¹ * G) * X := by
  rw [Matrix.inv_eq_right_inv (overlap_mul_frame h)]
  simp only [Matrix.mul_assoc]
```

Insert this expression for $S^{-1}$ between two transformed matrices:

$$(X^\dagger FX)(X^\dagger GX)=X^\dagger F(XX^\dagger)GX=X^\dagger(FS^{-1}G)X .$$

The inverse overlap appears because the product is taken in the orthonormal frame and then expressed in the original basis.

```lean
/-- If two matrices are both diagonal in one `S`-orthonormal frame, then
`F S⁻¹ G = G S⁻¹ F`. -/
theorem weighted_commute_of_frame {S X F G : Matrix n n ℂ} (h : Xᴴ * S * X = 1)
    (hF : (Xᴴ * F * X).IsDiag) (hG : (Xᴴ * G * X).IsDiag) :
    F * S⁻¹ * G = G * S⁻¹ * F := by
  -- diagonal matrices commute
  have hc : ∀ A B : Matrix n n ℂ, A.IsDiag → B.IsDiag → A * B = B * A := by
    intro A B hA hB
    rw [← hA.diagonal_diag, ← hB.diagonal_diag, diagonal_mul_diagonal, diagonal_mul_diagonal]
    exact congrArg _ (funext fun i => mul_comm _ _)
  have h1 := hc _ _ hF hG
  rw [transformed_product h, transformed_product h] at h1
  -- undo the transformation with `S X X† = 1 = X X† S`
  have hl := overlap_mul_frame h
  have hr : X * Xᴴ * S = 1 := mul_eq_one_comm.1 hl
  have back : ∀ M : Matrix n n ℂ, S * X * (Xᴴ * M * X) * (Xᴴ * S) = M := by
    intro M
    calc S * X * (Xᴴ * M * X) * (Xᴴ * S) = (S * (X * Xᴴ)) * M * (X * Xᴴ * S) := by
          simp only [Matrix.mul_assoc]
      _ = M := by rw [hl, hr, Matrix.one_mul, Matrix.mul_one]
  rw [← back (F * S⁻¹ * G), h1, back]
```

Suppose both transformed matrices are diagonal. Diagonal matrices commute, which is the step `hc`, so the previous identity gives

$$X^\dagger(FS^{-1}G)X=X^\dagger(GS^{-1}F)X .$$

To remove the outer factors, multiply by $SX$ on the left and by $X^\dagger S$ on the right. Since $SXX^\dagger=1$ and $XX^\dagger S=1$, any matrix $M$ satisfies

$$SX\,(X^\dagger MX)\,X^\dagger S=M .$$

This is the step `back`. Applied to both sides, it leaves $FS^{-1}G=GS^{-1}F$. Hermiticity of $F$ and $G$ plays no part in this direction.

## Orthonormalizing the basis

```lean
/-- The matrix whose columns are orthonormal vectors `b i`, as many as the dimension, satisfies
`W† W = 1`. -/
theorem columns_unitary {b : n → EuclideanSpace ℂ n} (hb : Orthonormal ℂ b) :
    (Matrix.of fun r i => (b i).ofLp r)ᴴ * (Matrix.of fun r i => (b i).ofLp r) = 1 := by
  ext i j
  rw [Matrix.one_apply, ← orthonormal_iff_ite.1 hb i j, PiLp.inner_apply, Matrix.mul_apply]
  exact Finset.sum_congr rfl fun r _ => mul_comm _ _
```

Let $b_i$ be orthonormal vectors, one for each label in `n`, and let $W$ have them as columns, so $W_{ri}=(b_i)_r$. Then

$$(W^\dagger W)_{ij}=\sum_r \overline{(b_i)_r}\,(b_j)_r=\langle b_i,b_j\rangle=\delta_{ij}.$$

In Lean a vector of `EuclideanSpace ℂ n` carries the inner product, and `ofLp` returns its list of components.

```lean
/-- Every positive definite overlap matrix has an orthonormalizing matrix `Y`, with
`Y† S Y = 1`. -/
theorem exists_orthonormalizer {S : Matrix n n ℂ} (hS : S.PosDef) :
    ∃ Y : Matrix n n ℂ, Yᴴ * S * Y = 1 := by
  have hH := hS.isHermitian
  -- scale factors: inverse square roots of the positive eigenvalues
  obtain ⟨s, hs⟩ : ∃ s : n → ℝ, ∀ i, s i * hH.eigenvalues i * s i = 1 := by
    refine ⟨fun i => (Real.sqrt (hH.eigenvalues i))⁻¹, fun i => ?_⟩
    have hp : 0 < hH.eigenvalues i := hS.eigenvalues_pos i
    have h0 := (Real.sqrt_pos.2 hp).ne'
    have h1 := Real.mul_self_sqrt hp.le
    calc _ = (Real.sqrt (hH.eigenvalues i))⁻¹ * (Real.sqrt (hH.eigenvalues i) *
          Real.sqrt (hH.eigenvalues i)) * (Real.sqrt (hH.eigenvalues i))⁻¹ := by rw [h1]
      _ = 1 := by rw [← mul_assoc, inv_mul_cancel₀ h0, one_mul, mul_inv_cancel₀ h0]
  let W : Matrix n n ℂ := Matrix.of fun r i => (hH.eigenvectorBasis i).ofLp r
  have hWW : Wᴴ * W = 1 := columns_unitary hH.eigenvectorBasis.orthonormal
  have hSW : S * W = W * diagonal (fun i => (hH.eigenvalues i : ℂ)) := by
    ext r i
    have h := congrFun (hH.mulVec_eigenvectorBasis i) r
    rw [Pi.smul_apply, Complex.real_smul] at h
    rw [Matrix.mul_diagonal, mul_comm]
    exact h
  let D : Matrix n n ℂ := diagonal fun i => (s i : ℂ)
  refine ⟨W * D, ?_⟩
  calc (W * D)ᴴ * S * (W * D) = Dᴴ * (Wᴴ * (S * W)) * D := by
        simp only [conjTranspose_mul, Matrix.mul_assoc]
    _ = Dᴴ * diagonal (fun i => (hH.eigenvalues i : ℂ)) * D := by
        rw [hSW, ← Matrix.mul_assoc Wᴴ, hWW, Matrix.one_mul]
    _ = 1 := by
        simp only [D]
        rw [diagonal_conjTranspose, diagonal_mul_diagonal, diagonal_mul_diagonal, ← diagonal_one]
        refine congrArg _ (funext fun i => ?_)
        change star (s i : ℂ) * (hH.eigenvalues i : ℂ) * (s i : ℂ) = 1
        rw [show star (s i : ℂ) = (s i : ℂ) from Complex.conj_ofReal _]
        exact_mod_cast hs i
```

The hypothesis `S.PosDef` means that $S$ is Hermitian and that $c^\dagger Sc>0$ for every nonzero coefficient vector $c$. Physically, the basis functions are linearly independent, so a combination of them has zero norm only if all its coefficients vanish.

Let $\sigma_i>0$ be the eigenvalues of $S$, and let $W$ have its orthonormal eigenvectors as columns. Then $SW=W\,\mathrm{diag}(\sigma_i)$, which is `hSW`. Put $s_i=\sigma_i^{-1/2}$, $D=\mathrm{diag}(s_i)$ and $Y=WD$. It follows that

$$Y^\dagger SY=D^\dagger W^\dagger SWD=D^\dagger\,\mathrm{diag}(\sigma_i)\,D=\mathrm{diag}(s_i\sigma_is_i)=1 .$$

This is canonical orthogonalization with all eigenvectors kept. The `calc` block at the end of the proof follows the same chain of equalities.

## Any number of observables

```lean
/-- For a positive definite overlap `S`, a family of Hermitian matrices is diagonal in a common
`S`-orthonormal frame if and only if `F i S⁻¹ F j = F j S⁻¹ F i` for all pairs. -/
theorem exists_jointFrame_iff {S : Matrix n n ℂ} (hS : S.PosDef)
    {F : ι → Matrix n n ℂ} (hF : ∀ k, (F k).IsHermitian) :
    (∃ X, IsJointFrame S F X) ↔ ∀ i j, F i * S⁻¹ * F j = F j * S⁻¹ * F i := by
  classical
  refine ⟨fun ⟨X, h, hd⟩ i j => weighted_commute_of_frame h (hd i) (hd j), fun h => ?_⟩
  obtain ⟨Y, hY⟩ := exists_orthonormalizer hS
  -- the observables in the orthonormalized basis are Hermitian and commute
  let A : ι → Matrix n n ℂ := fun k => Yᴴ * F k * Y
  have hA : ∀ k, (A k).IsHermitian := fun k =>
    Matrix.isHermitian_conjTranspose_mul_mul Y (hF k)
  have hcomm : ∀ i j, A i * A j = A j * A i := fun i j => by
    simp only [A]
    rw [transformed_product hY, transformed_product hY, h i j]
  let T : ι → (EuclideanSpace ℂ n →ₗ[ℂ] EuclideanSpace ℂ n) := fun k =>
    Matrix.toEuclideanLin (A k)
  have hT : ∀ k v, T k v = WithLp.toLp 2 (A k *ᵥ v.ofLp) := fun _ _ => rfl
  have hsym : ∀ k, (T k).IsSymmetric := fun k => isSymmetric_toEuclideanLin_iff.2 (hA k)
  have hpair : Pairwise (Function.onFun Commute T) := fun i j _ => by
    refine LinearMap.ext fun v => ?_
    change T i (T j v) = T j (T i v)
    simp only [hT, Matrix.mulVec_mulVec]
    rw [hcomm i j]
  -- collect an orthonormal basis from the joint eigenspaces
  have hint := LinearMap.IsSymmetric.directSum_isInternal_of_pairwise_commute hsym hpair
  have horth := LinearMap.IsSymmetric.orthogonalFamily_iInf_eigenspaces hsym
  let v := fun γ : ι → ℂ => (stdOrthonormalBasis ℂ
    (⨅ k, Module.End.eigenspace (T k) (γ k) : Submodule ℂ (EuclideanSpace ℂ n))).toBasis
  let c := hint.collectedBasis v
  have hc : Orthonormal ℂ c := hint.collectedBasis_orthonormal horth fun _ => by
    simp [v]
  let e := (EuclideanSpace.basisFun n ℂ).toBasis.indexEquiv c
  let b : n → EuclideanSpace ℂ n := fun i => c (e i)
  have hb : Orthonormal ℂ b := hc.comp e e.injective
  have heig : ∀ k i, T k (b i) = (e i).1 k • b i := fun k i =>
    Module.End.mem_eigenspace_iff.1
      ((Submodule.mem_iInf _).1 (hint.collectedBasis_mem v (e i)) k)
  -- the basis vectors are the columns of a unitary matrix
  let W : Matrix n n ℂ := Matrix.of fun r i => (b i).ofLp r
  have hWW : Wᴴ * W = 1 := columns_unitary hb
  have hAW : ∀ k, A k * W = W * diagonal (fun i => (e i).1 k) := fun k => by
    ext r i
    rw [Matrix.mul_diagonal]
    calc (A k * W) r i = (T k (b i)).ofLp r := rfl
      _ = (e i).1 k * (b i).ofLp r := by rw [heig k i]; rfl
      _ = W r i * (e i).1 k := mul_comm _ _
  have hYW : ∀ M : Matrix n n ℂ, (Y * W)ᴴ * M * (Y * W) = Wᴴ * (Yᴴ * M * Y) * W := by
    intro M
    simp only [conjTranspose_mul, Matrix.mul_assoc]
  refine ⟨Y * W, ?_, fun k => ?_⟩
  · rw [hYW, hY, Matrix.mul_one, hWW]
  · rw [hYW]
    change (Wᴴ * A k * W).IsDiag
    rw [Matrix.mul_assoc, hAW, ← Matrix.mul_assoc, hWW, Matrix.one_mul]
    exact isDiag_diagonal _
```

The theorem says that a common frame for Hermitian matrices $F_k$ exists exactly when $F_iS^{-1}F_j=F_jS^{-1}F_i$ for all labels $i$ and $j$. The direction from left to right is the earlier result applied to each pair.

For the converse, take $Y$ with $Y^\dagger SY=1$ and set $A_k=Y^\dagger F_kY$. Each $A_k$ is Hermitian. The product identity, used with $Y$ as the frame, gives

$$A_iA_j=Y^\dagger(F_iS^{-1}F_j)Y=Y^\dagger(F_jS^{-1}F_i)Y=A_jA_i .$$

The problem is now that of commuting Hermitian matrices in an orthonormal basis. If $A_iv=av$, then $A_i(A_jv)=A_jA_iv=a(A_jv)$, so every $A_j$ maps each eigenspace of $A_i$ into itself. Start with the whole space as the only subspace. As long as some $A_k$ is not a multiple of the identity on one of the subspaces, split that subspace into the eigenspaces of $A_k$ within it, which are mutually orthogonal. By the same argument, every $A_j$ maps each new subspace into itself, so the splitting can be repeated. Each split increases the number of nonzero orthogonal subspaces, and the dimension bounds that number, so the process stops even for an infinite family. Every $A_k$ then acts as a number on each subspace.

Choose an orthonormal basis in each subspace and collect all the vectors as $b_i$. With $\gamma_{k,i}$ the eigenvalue of $A_k$ on $b_i$, and $W$ the matrix with columns $b_i$, we have $A_kW=W\,\mathrm{diag}_i(\gamma_{k,i})$. Put $X=YW$. Then

$$X^\dagger SX=W^\dagger(Y^\dagger SY)W=W^\dagger W=1,$$

$$X^\dagger F_kX=W^\dagger A_kW=\mathrm{diag}_i(\gamma_{k,i}).$$

In the Lean proof, `T k` is $A_k$ viewed as a linear operator. Two Mathlib theorems replace the repeated splitting: `hint` says that the joint eigenspaces together make up the whole space, and `horth` says that they are orthogonal. The basis `c` is collected from them, and `e` relabels its vectors by `n`, so that they can serve as columns. The expression `(e i).1 k` is $\gamma_{k,i}$. The steps `hAW` and `hYW` supply the matrix identities used in the last two displays.

## The case of two observables

```lean
/-- For positive definite `S` and Hermitian `F` and `G`, an invertible `X` with `X† S X = 1` and
both `X† F X` and `X† G X` diagonal exists if and only if `F S⁻¹ G = G S⁻¹ F`. -/
theorem joint_diagonalization_iff {S F G : Matrix n n ℂ} (hS : S.PosDef)
    (hF : F.IsHermitian) (hG : G.IsHermitian) :
    (∃ X : Matrix n n ℂ, IsUnit X ∧ Xᴴ * S * X = 1 ∧
      (Xᴴ * F * X).IsDiag ∧ (Xᴴ * G * X).IsDiag) ↔ F * S⁻¹ * G = G * S⁻¹ * F := by
  refine ⟨fun ⟨X, _, h, h1, h2⟩ => weighted_commute_of_frame h h1 h2, fun h => ?_⟩
  obtain ⟨X, h1, h2⟩ := (exists_jointFrame_iff hS (F := ![F, G])
    (Fin.forall_fin_two.2 ⟨hF, hG⟩)).2 (Fin.forall_fin_two.2
      ⟨Fin.forall_fin_two.2 ⟨rfl, h⟩, Fin.forall_fin_two.2 ⟨h.symm, rfl⟩⟩)
  have hu : IsUnit X := (Matrix.isUnit_iff_isUnit_det X).2 (Matrix.isUnit_det_of_left_inverse h1)
  exact ⟨X, hu, h1, h2 0, h2 1⟩
```

Here `F` and `G` are single matrices again, and `IsUnit X` means that $X$ is invertible. The statement is the equivalence from the opening.

The forward direction is the necessary condition already derived. For the converse, the general theorem is applied to the two-member family `![F, G]`, whose labels are 0 and 1. Of the four pair conditions, two compare a matrix with itself and are trivial, and the other two are the hypothesis read in either direction. Invertibility costs nothing extra, because $X^\dagger S$ is a left inverse of the square matrix $X$.

In the limit of an orthonormal basis, $S=1$. The condition becomes $FG=GF$ and $X$ becomes unitary, which is the familiar rule for simultaneous diagonalization.

One step from the matrices to the physical operators remains. In a calculation, $F$ and $G$ hold the matrix elements of operators $\hat F$ and $\hat G$ between basis functions, and $FS^{-1}G$ then holds those of $\hat FP\hat G$, where $P$ projects onto the span of the basis. Commuting operators therefore do not guarantee the matrix condition in a truncated basis. It does follow from $\hat F\hat G=\hat G\hat F$ if one of the two operators maps the span into itself, as a symmetry operator does in a basis closed under that symmetry. A similar caution applies to the labels. A diagonal $X^\dagger GX$ makes the orbitals eigenfunctions of $\hat G$ projected onto the span, and they have definite values of $\hat G$ itself if $\hat G$ maps the span into itself. A basis of one $p_x$ function shows the difference: its $1\times1$ matrix of $\hat L_z$ is zero and so diagonal, but $p_x$ is not an eigenfunction of $\hat L_z$.

## The generalized eigenvalue equation

```lean
/-- If `F` is diagonal in an `S`-orthonormal frame `X`, the columns of `X` solve the generalized
eigenvalue equation `F X = S X f`, where `f` is the diagonal part of `X† F X`. -/
theorem generalized_eigenvalue_equation {S X F : Matrix n n ℂ} (h : Xᴴ * S * X = 1)
    (hF : (Xᴴ * F * X).IsDiag) :
    F * X = S * X * diagonal (Xᴴ * F * X).diag := by
  rw [hF.diagonal_diag]
  calc F * X = (S * (X * Xᴴ)) * (F * X) := by rw [overlap_mul_frame h, Matrix.one_mul]
    _ = S * X * (Xᴴ * F * X) := by simp only [Matrix.mul_assoc]

end

end NonorthogonalJointDiagonalization
```

Write $f$ for the diagonal matrix $X^\dagger FX$. Since $SXX^\dagger=1$,

$$FX=(SXX^\dagger)FX=SX(X^\dagger FX)=SXf .$$

Column by column this reads $Fx_i=f_i\,Sx_i$, where $x_i$ is column $i$ of $X$ and $f_i$ is the corresponding diagonal entry. For a Fock matrix these are the Roothaan equations at fixed $F$, with the orbital energies $f_i$. In Lean, `.diag` extracts the diagonal entries and `diagonal` builds a matrix from them; the hypothesis `hF` ensures that nothing is lost in between.

The same theorem applies to $G$. The columns of a common frame therefore solve both generalized eigenvalue problems at once, and each orbital carries a pair of eigenvalues as its label.

```lean
#print axioms NonorthogonalJointDiagonalization.joint_diagonalization_iff
-- 'NonorthogonalJointDiagonalization.joint_diagonalization_iff' depends on axioms: [propext, Classical.choice, Quot.sound]
#print axioms NonorthogonalJointDiagonalization.generalized_eigenvalue_equation
-- 'NonorthogonalJointDiagonalization.generalized_eigenvalue_equation' depends on axioms: [propext, Classical.choice, Quot.sound]
```
